# For fixed orbitals and a kinetically balanced small-component basis, the magnetic deficit is quadratic in the field

**Q:** Before I run a four-component calculation in a magnetic field, I have to choose the small-component functions. I generate them by applying $\sigma\cdot p$ to the large-component functions, and then I switch on the field. Should I also add the functions generated by the vector potential? And can a statement about finite matrices tell me?

**A:** It can tell you what is missing without them. Let the columns of $F$ be large-component orbitals, $X$ the matrix of $\sigma\cdot p$, $A$ that of $\sigma$ dotted with the vector potential at unit field, and $t$ the real field strength. The index types `n`, `m` and `k` label large-component coordinates, small-component coordinates and orbitals.

```lean
import Mathlib

open Matrix
open scoped ComplexOrder

namespace MagneticBalance

noncomputable section

variable {m n k : Type*} [Fintype m] [DecidableEq m] [Fintype n]
```

The coupling in the field is $X+tA$.

```lean
/-- The coupling `X + t A` between large and small components in a field of strength `t`. -/
def magneticMomentum (X A : Matrix m n ℂ) (t : ℝ) : Matrix m n ℂ :=
  X + (t : ℂ) • A
```

**Q:** Where is my basis?

**A:** In $Q$, the orthogonal projector onto its span. When I say that the basis contains a function, I mean that its span does. The small-component coordinates belong to a reference space that is usually larger than this span: it must hold the functions that $\sigma\cdot p$ and the vector potential generate from the orbitals. In the coordinates of the basis alone, $Q=1$ and the deficit would vanish whatever was missing. For any coupling $Y$, the deficit is $D(Y)=F^\dagger Y^\dagger(1-Q)YF$, with the dagger written `ᴴ` in Lean.

```lean
/-- The deficit `F* Y* (1 - Q) Y F` of a small-component basis with projector `Q`, for the
coupling `Y` and the large-component orbitals `F`. -/
def deficit (Q : Matrix m m ℂ) (Y : Matrix m n ℂ) (F : Matrix n k ℂ) : Matrix k k ℂ :=
  Fᴴ * Yᴴ * (1 - Q) * Y * F
```

**Q:** That looks like a definition chosen to make the theorem work. Why is it physical?

**A:** Expand it: $D(Y)=F^\dagger Y^\dagger YF-F^\dagger Y^\dagger QYF$. The first term is the full kinetic matrix, and the second is the part your basis resolves. In atomic units, eliminating the small component at leading non-relativistic order gives half the second term as kinetic energy, so in this finite one-electron model half the deficit is the kinetic energy you lose.

```lean
/-- The deficit is the full kinetic matrix `F* Y* Y F` minus the part `F* Y* Q Y F` that is
resolved by the small-component basis. -/
theorem deficit_eq_kinetic_loss (Q : Matrix m m ℂ) (Y : Matrix m n ℂ) (F : Matrix n k ℂ) :
    deficit Q Y F = Fᴴ * Yᴴ * Y * F - Fᴴ * Yᴴ * Q * Y * F := by
  simp only [deficit, Matrix.mul_sub, Matrix.sub_mul, Matrix.mul_one]
```

**Q:** Could the loss be negative for some combination of orbitals?

**A:** No. Since $Q^\dagger=Q$ and $Q^2=Q$, we have $(1-Q)^\dagger=1-Q$ and $(1-Q)^2=1-2Q+Q^2=1-Q$. With the residual $R=(1-Q)YF$, this gives
$$D(Y)=F^\dagger Y^\dagger(1-Q)^\dagger(1-Q)YF=R^\dagger R,$$
and $v^\dagger R^\dagger Rv=\|Rv\|^2\ge 0$ for every $v$. In the Lean proof, `hP` is the projector identity and the `calc` block inserts it.

```lean
/-- For an orthogonal projector `Q` the deficit is the Gram matrix of the residuals
`(1 - Q) Y F`, the parts of `Y F` outside the small-component basis. -/
theorem deficit_eq_gram {Q : Matrix m m ℂ} (hQ : Q.IsHermitian) (hQ2 : Q * Q = Q)
    (Y : Matrix m n ℂ) (F : Matrix n k ℂ) :
    deficit Q Y F = ((1 - Q) * Y * F)ᴴ * ((1 - Q) * Y * F) := by
  -- the complementary projector is Hermitian and idempotent
  have hP : (1 - Q)ᴴ * (1 - Q) = 1 - Q := by
    have h : (1 - Q) * (1 - Q) = 1 - Q - (Q - Q * Q) := by noncomm_ring
    rw [conjTranspose_sub, conjTranspose_one, hQ.eq, h, hQ2, sub_self, sub_zero]
  calc deficit Q Y F = Fᴴ * Yᴴ * ((1 - Q)ᴴ * (1 - Q)) * Y * F := by rw [hP, deficit]
    _ = ((1 - Q) * Y * F)ᴴ * ((1 - Q) * Y * F) := by
      simp only [conjTranspose_mul, Matrix.mul_assoc]
```

The diagonal entries of $R^\dagger R$ are the squared norms of the columns of $R$. So $D(Y)=0$ forces $R=0$, which says $QYF=YF$: the basis contains every column of $YF$. The converse is immediate.

```lean
/-- For an orthogonal projector `Q` the deficit vanishes exactly when `Q` fixes `Y F`, that is, when
the columns of `Y F` lie in the range of `Q`. -/
theorem deficit_eq_zero_iff {Q : Matrix m m ℂ} (hQ : Q.IsHermitian) (hQ2 : Q * Q = Q)
    (Y : Matrix m n ℂ) (F : Matrix n k ℂ) :
    deficit Q Y F = 0 ↔ Q * Y * F = Y * F := by
  rw [deficit_eq_gram hQ hQ2, conjTranspose_mul_self_eq_zero, Matrix.sub_mul,
    Matrix.one_mul, Matrix.sub_mul, sub_eq_zero, eq_comm]
```

**Q:** So far nothing has used kinetic balance.

**A:** It enters as the hypothesis `hX`, $QXF=XF$: the basis contains $\sigma\cdot p$ applied to each orbital. Then $(1-Q)XF=0$, and
$$(1-Q)(X+tA)F=(1-Q)XF+t(1-Q)AF=t(1-Q)AF.$$

```lean
/-- If the small-component basis is kinetically balanced, `Q X F = X F`, the residual in a
field is linear in the field strength and comes from `A` alone. -/
theorem residual_of_kinetic_balance {Q : Matrix m m ℂ} {X : Matrix m n ℂ}
    {F : Matrix n k ℂ} (hX : Q * X * F = X * F) (A : Matrix m n ℂ) (t : ℝ) :
    (1 - Q) * magneticMomentum X A t * F = (t : ℂ) • ((1 - Q) * A * F) := by
  have h0 : (1 - Q) * X * F = 0 := by
    rw [Matrix.sub_mul, Matrix.one_mul, Matrix.sub_mul, hX, sub_self]
  rw [magneticMomentum, Matrix.mul_add, Matrix.add_mul, h0, zero_add, Matrix.mul_smul,
    Matrix.smul_mul]
```

The deficit is the Gram matrix of this residual. Since $t$ is real,
$$D(X+tA)=t^2\,F^\dagger A^\dagger(1-Q)AF=t^2D(A).$$
There is no term linear in $t$; the loss has the order of the diamagnetic energy. For $t\ne0$ it vanishes exactly when $D(A)=0$, that is, when $QAF=AF$.

**Q:** And what does the Lean theorem say, clause by clause?

**A:** It assumes that `Q` is Hermitian and idempotent and that `hX` holds. Its four clauses are the $t^2$ law, positive semidefiniteness, vanishing exactly when $Q$ fixes $(X+tA)F$, and, for $t\ne0$, vanishing exactly when $Q$ fixes $AF$. In the proof, `hsq` is the $t^2$ law. The Gram form gives positivity, the earlier criterion gives the third clause, and dividing by $t^2$ gives the fourth.

```lean
/-- Diamagnetic deficit of kinetic balance: for an orthogonal projector `Q` with
`Q X F = X F`, the deficit in a field of strength `t` is `t ^ 2` times that of `A` and is
positive semidefinite. It vanishes exactly when `Q` fixes `(X + t A) F`, and for `t ≠ 0`
exactly when `Q` fixes `A F`. -/
theorem diamagnetic_deficit [Fintype k] {Q : Matrix m m ℂ} (hQ : Q.IsHermitian)
    (hQ2 : Q * Q = Q)
    {X : Matrix m n ℂ} {F : Matrix n k ℂ} (hX : Q * X * F = X * F)
    (A : Matrix m n ℂ) (t : ℝ) :
    deficit Q (magneticMomentum X A t) F = (t : ℂ) ^ 2 • deficit Q A F ∧
    (deficit Q (magneticMomentum X A t) F).PosSemidef ∧
    (deficit Q (magneticMomentum X A t) F = 0 ↔
      Q * magneticMomentum X A t * F = magneticMomentum X A t * F) ∧
    (t ≠ 0 → (deficit Q (magneticMomentum X A t) F = 0 ↔ Q * A * F = A * F)) := by
  -- the Gram matrix of a residual linear in `t` is quadratic in `t`
  have hsq : deficit Q (magneticMomentum X A t) F = (t : ℂ) ^ 2 • deficit Q A F := by
    rw [deficit_eq_gram hQ hQ2, deficit_eq_gram hQ hQ2, residual_of_kinetic_balance hX,
      conjTranspose_smul, Matrix.smul_mul, Matrix.mul_smul, smul_smul, Complex.star_def,
      Complex.conj_ofReal, ← pow_two]
  refine ⟨hsq, ?_, deficit_eq_zero_iff hQ hQ2 _ F, fun ht => ?_⟩
  · rw [deficit_eq_gram hQ hQ2]
    exact posSemidef_conjTranspose_mul_self _
  · have hc : (t : ℂ) ^ 2 ≠ 0 := pow_ne_zero 2 (Complex.ofReal_ne_zero.mpr ht)
    rw [← deficit_eq_zero_iff hQ hQ2 A F, hsq]
    constructor
    · intro h
      rw [← inv_smul_smul₀ hc (deficit Q A F), h, smul_zero]
    · intro h
      rw [h, smul_zero]
```

**Q:** Why exclude $t=0$?

**A:** At zero field a kinetically balanced basis has no deficit, whatever $A$ is, so its vanishing tells you nothing about $AF$. The smallest non-trivial case is also instructive: with a single small-component coordinate, $Q$ is $1$ or $0$. If $Q=1$, nothing is lost. If $Q=0$, kinetic balance requires $XF=0$, and the whole of $t^2F^\dagger A^\dagger AF$ is lost.

**Q:** I have an objection. In magnetic balance, I would generate the basis from $(X+tA)F$ itself. Then $Q$ changes with the field and need not contain $XF$.

**A:** Then `hX` may fail and the $t^2$ law no longer applies, but the general criterion still gives zero deficit at that field. For one fixed basis to work at two different field strengths $s$ and $t$, it must contain both sets of functions. The two conditions are
$$QXF+sQAF=XF+sAF,\qquad QXF+tQAF=XF+tAF.$$
Subtracting them gives $(s-t)QAF=(s-t)AF$, so $QAF=AF$, and then either condition gives $QXF=XF$. Conversely, if the basis contains both $XF$ and $AF$, it contains $XF+rAF$ for every real $r$. The step `key` is the subtraction, and kinetic balance is now a conclusion.

```lean
/-- For an orthogonal projector `Q`, the deficit vanishes at two different field strengths exactly
when `Q` fixes both `X F` and `A F`. -/
theorem deficit_zero_at_two_fields_iff {Q : Matrix m m ℂ} (hQ : Q.IsHermitian)
    (hQ2 : Q * Q = Q) (X A : Matrix m n ℂ) (F : Matrix n k ℂ) {s t : ℝ} (hst : s ≠ t) :
    (deficit Q (magneticMomentum X A s) F = 0 ∧ deficit Q (magneticMomentum X A t) F = 0) ↔
      (Q * X * F = X * F ∧ Q * A * F = A * F) := by
  rw [deficit_eq_zero_iff hQ hQ2, deficit_eq_zero_iff hQ hQ2]
  simp only [magneticMomentum, Matrix.mul_add, Matrix.add_mul, Matrix.mul_smul,
    Matrix.smul_mul]
  constructor
  · rintro ⟨hs, ht⟩
    have hc : (s : ℂ) - (t : ℂ) ≠ 0 :=
      sub_ne_zero.mpr (fun h => hst (Complex.ofReal_injective h))
    -- the difference of the two balance conditions isolates `A`
    have key : ((s : ℂ) - (t : ℂ)) • (Q * A * F) = ((s : ℂ) - (t : ℂ)) • (A * F) := by
      linear_combination (norm := module) hs - ht
    have hA : Q * A * F = A * F := by
      rw [← inv_smul_smul₀ hc (Q * A * F), key, inv_smul_smul₀ hc]
    refine ⟨?_, hA⟩
    rw [hA] at hs
    exact add_right_cancel hs
  · rintro ⟨hX, hA⟩
    rw [hX, hA]
    exact ⟨rfl, rfl⟩
```

**Q:** Show me a kinetically balanced basis that really loses something.

**A:** Here is a matrix example, though not one with a physical magnetic field. Take momentum $p$ along $z$ and a uniform unit vector potential along $x$, so $X=p\sigma_z$ and $A=\sigma_x$, with one normalised spin-up orbital and $Q$ projecting on spin up. For $p=3$ and $t=\tfrac12$,
$$(X+tA)F=\begin{pmatrix}3\\ \tfrac12\end{pmatrix},\qquad Q(X+tA)F=\begin{pmatrix}3\\0\end{pmatrix}.$$
The full kinetic entry is $9+\tfrac14$, the basis resolves $9$, and the deficit is $\tfrac14=t^2$. A uniform vector potential has zero curl, so this loss is an artefact of the gauge, and adding the spin-down function to the basis would remove it. Lean proves that the deficit is $t^2$ for all real $p$ and $t$: it checks the hypotheses entry by entry, applies the $t^2$ law, and computes only the deficit of $\sigma_x$.

```lean
/-- Take `X = p σ_z`, `A = σ_x`, one spin-up orbital and the projector on spin up. This
small-component basis is kinetically balanced, and its deficit for the coupling `X + t A` is
`t ^ 2`. -/
theorem diamagnetic_deficit_witness (p t : ℝ) :
    let Q : Matrix (Fin 2) (Fin 2) ℂ := !![1, 0; 0, 0]
    let X : Matrix (Fin 2) (Fin 2) ℂ := !![(p : ℂ), 0; 0, -(p : ℂ)]
    let A : Matrix (Fin 2) (Fin 2) ℂ := !![0, 1; 1, 0]
    let F : Matrix (Fin 2) (Fin 1) ℂ := !![1; 0]
    Q.IsHermitian ∧ Q * Q = Q ∧ Q * X * F = X * F ∧
      deficit Q (magneticMomentum X A t) F = !![(t : ℂ) ^ 2] := by
  intro Q X A F
  have hQ : Q.IsHermitian := Matrix.IsHermitian.ext fun i j => by
    fin_cases i <;> fin_cases j <;> simp [Q]
  have hQ2 : Q * Q = Q := by
    ext i j
    fin_cases i <;> fin_cases j <;> simp [Q, Matrix.mul_apply, Fin.sum_univ_succ]
  have hX : Q * X * F = X * F := by
    ext i j
    fin_cases i <;> fin_cases j <;> simp [Q, X, F, Matrix.mul_apply, Fin.sum_univ_succ]
  refine ⟨hQ, hQ2, hX, ?_⟩
  -- only the deficit of `σ_x` remains to be computed
  rw [(diamagnetic_deficit hQ hQ2 hX A t).1, deficit_eq_kinetic_loss]
  ext i j
  fin_cases i
  fin_cases j
  simp [Q, A, F, Matrix.mul_apply, Fin.sum_univ_succ]

end

end MagneticBalance
```

**Q:** What should I not read into this?

**A:** The coordinates are finite in number and orthonormal. For overlapping Gaussians, orthonormalise the functions first. The orbitals are held fixed while $t$ varies; if they respond to the field, the deficit need not be exactly quadratic. $X$ and $A$ are arbitrary complex matrices, so the proofs use neither a choice of gauge nor the differential form of $\sigma\cdot p$. The deficit itself can change with the gauge when the orbitals are kept fixed, as the uniform potential above shows. Nor is the deficit the error of a Dirac eigenvalue; the link to energy I gave you holds only at leading non-relativistic order.

**Q:** Then for my basis?

**A:** Compute $(1-Q)AF$. If it is zero, the functions from the vector potential add nothing for these orbitals. If not, half its Gram matrix times $t^2$ is the kinetic energy you are missing, at leading non-relativistic order.

```lean
#print axioms MagneticBalance.residual_of_kinetic_balance
#print axioms MagneticBalance.diamagnetic_deficit
#print axioms MagneticBalance.deficit_zero_at_two_fields_iff
```

```
'MagneticBalance.residual_of_kinetic_balance' depends on axioms: [propext, Classical.choice, Quot.sound]
'MagneticBalance.diamagnetic_deficit' depends on axioms: [propext, Classical.choice, Quot.sound]
'MagneticBalance.deficit_zero_at_two_fields_iff' depends on axioms: [propext, Classical.choice, Quot.sound]
```
